# Unique body-order terms for a configuration energy, and their vanishing across an additive split

## Energies of atoms and their subsets

Take a set of atoms at fixed positions and compute the energy of every configuration obtained by keeping some atoms and removing the others. A body-order expansion writes these energies as sums of one-atom, pair, triple and higher terms. Are the terms determined by the energies? And if two groups of atoms do not interact, so that their energies add, must every term that joins the groups be zero?

Let \(E(S)\) be the energy of the finite set \(S\) of atoms. Given a real number \(V(T)\) for each cluster \(T\), define

\[
(\mathcal C V)(S)=\sum_{T\subseteq S}V(T),\qquad
(\mathcal B E)(S)=\sum_{T\subseteq S}(-1)^{|S\setminus T|}E(T).
\]

The first builds an energy from cluster terms; the second extracts terms from an energy.

## What is proved

**Expansion.** \(E(S)=(\mathcal C V)(S)\) for all \(S\) if and only if \(V=\mathcal B E\). The terms therefore exist and are unique.

**Splitting.** For a finite set \(A\) of atoms, \(E(S)=E(S\cap A)+E(S\setminus A)\) holds for all \(S\) if and only if \(E(\emptyset)=0\) and \((\mathcal B E)(T)=0\) for every \(T\) that meets both \(A\) and its complement.

**Truncation.** If the terms of two energies vanish on all clusters of more than \(n\) atoms, and the energies agree on all clusters of at most \(n\) atoms, they agree everywhere.

In Lean, `α` is the type of atom labels, which may be infinite, and a configuration is a `Finset α`. The functions \(\mathcal C V\) and \(\mathcal B E\) are `clusterEnergy V` and `bodyTerm E`. Additivity is `IsAdditiveAcross E A`, and `HasBodyOrder E n` says that all terms above \(n\) atoms vanish. The three results are `expansion_iff`, `additive_iff_no_crossing_terms` and `eq_of_agree_on_small_clusters`.

Positions and species do not appear: they are fixed with the labels, and a new geometry gives a new function \(E\). The energy must be specified for every subset, which in electronic structure includes a choice of charge and spin state for each fragment. Nothing is said about how quickly the terms decrease with cluster size, and periodic systems with infinitely many atoms are not covered.

For machine-learned potentials, the truncation result means that a model of body order at most \(n\) is fixed, at a given geometry, by its energies on clusters of at most \(n\) atoms. In fragment methods the bodies are molecules or other groups of atoms; the results apply with one label for each such group, and \(n\) then counts groups, not atoms.

## Adding one atom

Let \(a\notin S\) and write \(E^a(T)=E(T\cup\{a\})\). Each subset of \(S\cup\{a\}\) is either \(T\) or \(T\cup\{a\}\) for exactly one \(T\subseteq S\). The first kind leaves out one more atom than \(T\) does in \(S\), so its sign changes; the second leaves out the same atoms. Hence

\[
(\mathcal B E)(S\cup\{a\})=(\mathcal B E^a)(S)-(\mathcal B E)(S). \tag{1}
\]

With \((\mathcal B E)(\emptyset)=E(\emptyset)\), this gives \((\mathcal B E)(\{b\})=E(\{b\})-E(\emptyset)\) and, for \(a\ne b\),

\[
(\mathcal B E)(\{a,b\})=E(\{a,b\})-E(\{a\})-E(\{b\})+E(\emptyset).
\]

## The two sums invert each other

First, \(\mathcal C\mathcal B E=E\), by induction on \(S\) for all \(E\) at once. On the empty set both sides are \(E(\emptyset)\). For \(a\notin S\), separate the clusters without \(a\) from those with \(a\) and use (1):

\[
\begin{aligned}
(\mathcal C\mathcal B E)(S\cup\{a\})
&=(\mathcal C\mathcal B E)(S)+\sum_{T\subseteq S}(\mathcal B E)(T\cup\{a\})\\
&=(\mathcal C\mathcal B E)(S)+(\mathcal C\mathcal B E^a)(S)-(\mathcal C\mathcal B E)(S)\\
&=E^a(S)=E(S\cup\{a\}).
\end{aligned}
\]

Next, \(\mathcal B\mathcal C V=V\). On the empty set both sides are \(V(\emptyset)\). With \(V^a(U)=V(U\cup\{a\})\), we have \((\mathcal C V)(T\cup\{a\})=(\mathcal C V)(T)+(\mathcal C V^a)(T)\) for \(T\subseteq S\). Inserting this in (1) and using that \(\mathcal B\) is linear,

\[
\begin{aligned}
(\mathcal B\mathcal C V)(S\cup\{a\})
&=(\mathcal B\mathcal C V)(S)+(\mathcal B\mathcal C V^a)(S)-(\mathcal B\mathcal C V)(S)\\
&=V^a(S)=V(S\cup\{a\}).
\end{aligned}
\]

If \(E=\mathcal C V\), then \(\mathcal B E=\mathcal B\mathcal C V=V\), which is uniqueness. If \(V=\mathcal B E\), then \(\mathcal C V=E\), which is existence.

Truncation follows. For \(|T|\le n\), the term of \(T\) uses only energies of clusters with at most \(n\) atoms, so the two models have the same term; for \(|T|>n\) both terms are zero. Summing over \(T\subseteq S\) gives equal energies.

## Additivity and crossing terms

Suppose \(E\) is additive across \(A\). Setting \(S=\emptyset\) gives \(E(\emptyset)=2E(\emptyset)\), so \(E(\emptyset)=0\).

Let \(T\) contain \(a\in A\) and \(b\notin A\). By linearity, \((\mathcal B E)(T)\) is the sum of the terms of \(S\mapsto E(S\cap A)\) and \(S\mapsto E(S\setminus A)\). The first function ignores \(b\), the second ignores \(a\). If a function \(F\) ignores an atom \(b\in T\), then \(F^b=F\), and (1) gives

\[
(\mathcal B F)(T)=(\mathcal B F^b)(T\setminus\{b\})-(\mathcal B F)(T\setminus\{b\})=0.
\]

The same argument with \(a\) removes the second part, so \((\mathcal B E)(T)=0\).

Conversely, expand \(E(S)\) in its terms. A nonempty \(T\subseteq S\) lies inside \(A\), lies outside \(A\), or crosses. Crossing terms vanish, and the others are those of \(E(S\cap A)\) and \(E(S\setminus A)\). The empty cluster is counted in both of these energies, but its term is \(E(\emptyset)=0\).

That last point is where an error can slip in. A constant energy \(E(S)=c\ne0\), such as an offset left in a fitted model, has only zero crossing terms, yet \(c\ne c+c\). The condition on the empty configuration is needed.

## Three atoms with numbers

In arbitrary energy units let \(E(\emptyset)=0\), \(E(\{1\})=E(\{2\})=-1\), \(E(\{3\})=-2\), \(E(\{1,2\})=-5\), \(E(\{1,3\})=E(\{2,3\})=-3\) and \(E(\{1,2,3\})=-6.5\). The pair terms are \(-3\) for \(\{1,2\}\) and \(0\) for the other two pairs. The triple term is

\[
-6.5-(-5-3-3)+(-1-1-2)-0=0.5.
\]

With \(A=\{1,2\}\), the pairs \(\{1,3\}\) and \(\{2,3\}\) cross the split but have zero terms, while the triple also crosses and has a nonzero term. Accordingly \(E(\{1,2\})+E(\{3\})=-7\), which differs from \(-6.5\). Changing the full energy to \(-7\) makes the triple term zero and the energy additive across \(A\).

## The Lean file

```lean
import Mathlib

open Finset

namespace BodyOrderExpansion

variable {α : Type*} [DecidableEq α]

/-- The energy of the configuration `S` built from cluster terms `V`: the sum of `V T` over all
clusters `T` contained in `S`. -/
def clusterEnergy (V : Finset α → ℝ) (S : Finset α) : ℝ :=
  ∑ T ∈ S.powerset, V T

/-- The many-body term of the cluster `S`: the alternating sum of the energies of its
subclusters, with a sign for each atom left out. -/
def bodyTerm (E : Finset α → ℝ) (S : Finset α) : ℝ :=
  ∑ T ∈ S.powerset, (-1) ^ (S \ T).card * E T

/-- The energy `E` is additive across the split of the atoms into `A` and the rest. -/
def IsAdditiveAcross (E : Finset α → ℝ) (A : Finset α) : Prop :=
  ∀ S, E S = E (S ∩ A) + E (S \ A)

/-- The energy `E` has body order at most `n`: all terms of more than `n` atoms vanish. -/
def HasBodyOrder (E : Finset α → ℝ) (n : ℕ) : Prop :=
  ∀ T : Finset α, n < T.card → bodyTerm E T = 0

/-- The many-body term of the empty cluster is the energy of the empty configuration. -/
theorem bodyTerm_empty (E : Finset α → ℝ) : bodyTerm E ∅ = E ∅ := by
  simp [bodyTerm]

/-- The many-body term of a cluster enlarged by an atom `a` is the term of the smaller cluster
computed with `a` present, minus the same term computed with `a` absent. -/
theorem bodyTerm_insert (E : Finset α → ℝ) {a : α} {S : Finset α} (ha : a ∉ S) :
    bodyTerm E (insert a S) = bodyTerm (fun T => E (insert a T)) S - bodyTerm E S := by
  -- subclusters without `a` miss one more atom, hence the change of sign
  have h1 : ∀ T ∈ S.powerset, (-1 : ℝ) ^ (insert a S \ T).card * E T
      = -((-1 : ℝ) ^ (S \ T).card * E T) := by
    intro T hT
    have haT : a ∉ T := fun h => ha (mem_powerset.mp hT h)
    have hs : insert a S \ T = insert a (S \ T) := by
      ext x
      by_cases hx : x = a <;> simp [hx, haT]
    have hn : a ∉ S \ T := fun h => ha (mem_sdiff.mp h).1
    rw [hs, card_insert_of_notMem hn, pow_succ]
    ring
  have h2 : ∀ T ∈ S.powerset, (-1 : ℝ) ^ (insert a S \ insert a T).card * E (insert a T)
      = (-1 : ℝ) ^ (S \ T).card * E (insert a T) := by
    intro T _
    have hs : insert a S \ insert a T = S \ T := by
      ext x
      by_cases hx : x = a <;> simp [hx, ha]
    rw [hs]
  simp only [bodyTerm]
  rw [sum_powerset_insert ha, sum_congr rfl h1, sum_congr rfl h2, sum_neg_distrib]
  ring

/-- The many-body terms of `E`, summed over all clusters in `S`, give back the energy of `S`. -/
theorem clusterEnergy_bodyTerm (E : Finset α → ℝ) (S : Finset α) :
    clusterEnergy (bodyTerm E) S = E S := by
  induction S using Finset.induction_on generalizing E with
  | empty => simp [clusterEnergy, bodyTerm]
  | insert a S ha ih =>
    have e1 : clusterEnergy (bodyTerm E) (insert a S) = clusterEnergy (bodyTerm E) S
        + clusterEnergy (fun T => bodyTerm E (insert a T)) S :=
      sum_powerset_insert ha _
    -- the clusters containing `a` contribute the energy of adding `a` to `S`
    have e2 : clusterEnergy (fun T => bodyTerm E (insert a T)) S
        = clusterEnergy (bodyTerm (fun T => E (insert a T))) S
          - clusterEnergy (bodyTerm E) S := by
      simp only [clusterEnergy]
      rw [← sum_sub_distrib]
      exact sum_congr rfl fun T hT =>
        bodyTerm_insert E (fun h => ha (mem_powerset.mp hT h))
    have e3 : clusterEnergy (bodyTerm (fun T => E (insert a T))) S = E (insert a S) :=
      ih (fun T => E (insert a T))
    linarith

/-- The many-body terms of an energy built from cluster terms `V` are the terms `V`. -/
theorem bodyTerm_clusterEnergy (V : Finset α → ℝ) (S : Finset α) :
    bodyTerm (clusterEnergy V) S = V S := by
  induction S using Finset.induction_on generalizing V with
  | empty => simp [clusterEnergy, bodyTerm]
  | insert a S ha ih =>
    have e1 := bodyTerm_insert (clusterEnergy V) ha
    have e2 : bodyTerm (fun T => clusterEnergy V (insert a T)) S
        = bodyTerm (clusterEnergy V) S
          + bodyTerm (clusterEnergy (fun T => V (insert a T))) S := by
      simp only [bodyTerm]
      rw [← sum_add_distrib]
      refine sum_congr rfl fun T hT => ?_
      have haT : a ∉ T := fun h => ha (mem_powerset.mp hT h)
      have e : clusterEnergy V (insert a T)
          = clusterEnergy V T + clusterEnergy (fun U => V (insert a U)) T :=
        sum_powerset_insert haT _
      rw [e, mul_add]
    have e3 : bodyTerm (clusterEnergy (fun T => V (insert a T))) S = V (insert a S) :=
      ih (fun T => V (insert a T))
    linarith

/-- Cluster terms `V` reproduce the energy of every configuration exactly when they are the
alternating sums `bodyTerm E`. -/
theorem expansion_iff (E V : Finset α → ℝ) :
    (∀ S, E S = clusterEnergy V S) ↔ V = bodyTerm E := by
  constructor
  · intro h
    have hE : E = clusterEnergy V := funext h
    funext T
    rw [hE, bodyTerm_clusterEnergy]
  · intro h S
    rw [h, clusterEnergy_bodyTerm]

/-- The two-body term is the pair energy minus the two one-atom energies, plus the energy of the
empty configuration. -/
theorem bodyTerm_pair (E : Finset α → ℝ) {a b : α} (hab : a ≠ b) :
    bodyTerm E {a, b} = E {a, b} - E {a} - E {b} + E ∅ := by
  have single : ∀ F : Finset α → ℝ, bodyTerm F {b} = F {b} - F ∅ := by
    intro F
    have h := bodyTerm_insert F (notMem_empty b)
    simpa [bodyTerm_empty] using h
  have h := bodyTerm_insert E (show a ∉ ({b} : Finset α) by simpa using hab)
  rw [single, single] at h
  simp only [insert_empty_eq] at h
  linarith

/-- If adding the atom `b` never changes the energy, every many-body term containing `b`
vanishes. -/
theorem bodyTerm_eq_zero_of_indifferent (E : Finset α → ℝ) {b : α} {T : Finset α}
    (hb : b ∈ T) (h : ∀ S, E (insert b S) = E S) : bodyTerm E T = 0 := by
  have hE : (fun S => E (insert b S)) = E := funext h
  have e := bodyTerm_insert E (notMem_erase b T)
  rwa [insert_erase hb, hE, sub_self] at e

/-- An energy is additive across a split of the atoms exactly when the empty configuration has
zero energy and every many-body term of a cluster meeting both sides vanishes. -/
theorem additive_iff_no_crossing_terms (E : Finset α → ℝ) (A : Finset α) :
    IsAdditiveAcross E A ↔
      E ∅ = 0 ∧ ∀ T, (T ∩ A).Nonempty → (T \ A).Nonempty → bodyTerm E T = 0 := by
  constructor
  · intro h
    refine ⟨?_, ?_⟩
    · have h0 := h ∅
      rw [empty_inter, empty_sdiff] at h0
      linarith
    · rintro T ⟨a, ha⟩ ⟨b, hb⟩
      rw [mem_inter] at ha
      rw [mem_sdiff] at hb
      have split : bodyTerm E T
          = bodyTerm (fun S => E (S ∩ A)) T + bodyTerm (fun S => E (S \ A)) T := by
        simp only [bodyTerm]
        rw [← sum_add_distrib]
        refine sum_congr rfl fun S _ => ?_
        rw [h S, mul_add]
      -- each part ignores the atoms of the other side
      rw [split,
        bodyTerm_eq_zero_of_indifferent (fun S => E (S ∩ A)) hb.1
          (fun S => congrArg E (insert_inter_of_notMem hb.2)),
        bodyTerm_eq_zero_of_indifferent (fun S => E (S \ A)) ha.1
          (fun S => congrArg E (insert_sdiff_of_mem S ha.2)), add_zero]
  · rintro ⟨h0, hV⟩ S
    have hA : (S ∩ A).powerset = S.powerset.filter (fun T => T ⊆ A) := by
      ext T
      simp only [mem_powerset, mem_filter, subset_inter_iff]
    have hB : (S \ A).powerset = S.powerset.filter (fun T => Disjoint T A) := by
      ext T
      simp only [mem_powerset, mem_filter, subset_sdiff]
    have key : clusterEnergy (bodyTerm E) S
        = clusterEnergy (bodyTerm E) (S ∩ A) + clusterEnergy (bodyTerm E) (S \ A) := by
      simp only [clusterEnergy]
      rw [hA, hB, sum_filter, sum_filter, ← sum_add_distrib]
      refine sum_congr rfl fun T _ => ?_
      -- a cluster lies inside `A`, outside `A`, or crosses the split
      by_cases h1 : T ⊆ A <;> by_cases h2 : Disjoint T A
      · have hT : T = ∅ :=
          eq_empty_of_forall_notMem fun x hx => disjoint_left.mp h2 hx (h1 hx)
        have hz : bodyTerm E T = 0 := by rw [hT, bodyTerm_empty, h0]
        rw [if_pos h1, if_pos h2, hz, add_zero]
      · rw [if_pos h1, if_neg h2, add_zero]
      · rw [if_neg h1, if_pos h2, zero_add]
      · rw [if_neg h1, if_neg h2, add_zero]
        exact hV T (not_disjoint_iff_nonempty_inter.mp h2) (sdiff_nonempty.mpr h1)
    simpa only [clusterEnergy_bodyTerm] using key

/-- Two energies of body order at most `n` that agree on all clusters of at most `n` atoms agree
on every configuration. -/
theorem eq_of_agree_on_small_clusters {E F : Finset α → ℝ} {n : ℕ}
    (hE : HasBodyOrder E n) (hF : HasBodyOrder F n)
    (h : ∀ T : Finset α, T.card ≤ n → E T = F T) (S : Finset α) : E S = F S := by
  rw [← clusterEnergy_bodyTerm E S, ← clusterEnergy_bodyTerm F S]
  refine sum_congr rfl fun T _ => ?_
  rcases Nat.lt_or_ge n T.card with hT | hT
  · rw [hE T hT, hF T hT]
  · refine sum_congr rfl fun U hU => ?_
    rw [h U ((card_le_card (mem_powerset.mp hU)).trans hT)]

end BodyOrderExpansion
```

```lean
#print axioms BodyOrderExpansion.expansion_iff
#print axioms BodyOrderExpansion.bodyTerm_pair
#print axioms BodyOrderExpansion.additive_iff_no_crossing_terms
#print axioms BodyOrderExpansion.eq_of_agree_on_small_clusters
```

```
'BodyOrderExpansion.expansion_iff' depends on axioms: [propext, Classical.choice, Quot.sound]
'BodyOrderExpansion.bodyTerm_pair' depends on axioms: [propext, Classical.choice, Quot.sound]
'BodyOrderExpansion.additive_iff_no_crossing_terms' depends on axioms: [propext, Classical.choice, Quot.sound]
'BodyOrderExpansion.eq_of_agree_on_small_clusters' depends on axioms: [propext, Classical.choice, Quot.sound]
```

## How the proof follows the derivation

`bodyTerm_insert` is equation (1). Its steps `h1` and `h2` treat the subclusters without and with `a`, and `sum_powerset_insert` separates the two kinds.

The inversions are `clusterEnergy_bodyTerm` and `bodyTerm_clusterEnergy`. Both inductions use `generalizing`, because the induction hypothesis is applied to a different function, \(E^a\) or \(V^a\). In each, `e1`, `e2` and `e3` are the equalities used in the derivation above, and `linarith` performs the cancellation. `expansion_iff` then combines the two results, and `bodyTerm_pair` applies (1) to a single atom to get the pair formula.

`bodyTerm_eq_zero_of_indifferent` shows that a term vanishes when the energy ignores one of its atoms. In the splitting theorem, the forward direction uses it twice after `split` has separated the two parts. For the converse, `hA` and `hB` describe the subsets of \(S\cap A\) and \(S\setminus A\) as subsets of \(S\) passing a test, so that all three energies become sums over the same clusters. The two `by_cases` tests, `T ⊆ A` and `Disjoint T A`, give four cases: the empty cluster, inside, outside and crossing.

`eq_of_agree_on_small_clusters` expands both energies and compares them term by term, according to whether `T` has more than `n` atoms.
